# Newton's method at an m-fold root of a one-amplitude residual: the error ratio tends to 1 − 1/m

## Newton gains only a factor of two per step where my two solutions merge

I have a coupled-cluster-type model with a single amplitude $t$ and a polynomial residual $r(t)$. I follow its solutions while changing a parameter. For most parameter values Newton's method converges in a handful of steps. At the value where two solutions merge, it still converges, but each step only cuts the error roughly in half. Is my derivative wrong, or is this what Newton's method does with a correct derivative?

## A double root gives a ratio of one half, even with the correct derivative

If a real polynomial residual $r$ in one amplitude has a root $s$ of multiplicity $m\ge 1$, and $N(t)=t-r(t)/r'(t)$ is the Newton update, then

$$\frac{N(t)-s}{t-s}\;\longrightarrow\;1-\frac1m\qquad (t\to s,\ t\neq s).$$

The multiplicity $m$ counts how many solutions, complex ones included, have come together at $s$. (For $t^4-\lambda$ two real solutions merge at $\lambda=0$, but two complex ones join them and $m=4$.) Where exactly two have merged in this count, $m=2$ and the limit is $1/2$, so the halving you see is no sign of a wrong derivative. At a simple root, $m=1$ and the limit is $0$, which is the fast convergence you see elsewhere.

### The slope vanishes together with the residual

Write $r(t)=(t-s)^m q(t)$ with $q(s)\neq0$. The product rule gives

$$r'(t)=m(t-s)^{m-1}q(t)+(t-s)^m q'(t),$$

and multiplying by $t-s$ gives

$$(t-s)\,r'(t)=(t-s)^m D(t),\qquad D(t)=m\,q(t)+(t-s)\,q'(t).$$

Since $D$ is continuous and $D(s)=m\,q(s)\neq0$, $D(t)$ is nonzero for $t$ near $s$. Hence $r'(t)\neq0$ for $t$ near $s$ with $t\ne s$, and the Newton update is well defined there. The correction, measured in units of the error, is

$$\frac{r(t)}{r'(t)\,(t-s)}=\frac{(t-s)^m q(t)}{(t-s)^m D(t)}=\frac{q(t)}{D(t)}\longrightarrow\frac{q(s)}{m\,q(s)}=\frac1m .$$

Because $N(t)-s=(t-s)-r(t)/r'(t)$, the error ratio is $1-q(t)/D(t)$, which tends to $1-1/m$.

For a quadratic residual with zero discriminant no limit is needed. There $r(t)=a(t-s)^2$ and $r'(t)=2a(t-s)$, so the correction is $(t-s)/2$ and the ratio is exactly $1/2$ at every $t\neq s$.

### From one step to the whole iteration

Let $m\ge2$ and choose a number $c$ with $1-1/m<c<1$. The limit is positive and less than $c$, so there is a $\delta>0$ such that, for $0<|t-s|<\delta$, the error ratio lies between $0$ and $c$ and $r'(t)\neq0$. Start at $t_0\ne s$ with $|t_0-s|<\delta$ and set $t_{k+1}=N(t_k)$. By induction $t_k\neq s$ and

$$|t_k-s|\le c^k|t_0-s| .$$

The positive ratio keeps the error from becoming zero, and the bound by $c$ keeps the iterate within $\delta$ of $s$. So $t_k\to s$, and the successive error ratios tend to $1-1/m$.

If $m$ is known, multiplying the correction by $m$ changes the ratio to $1-m\,q(t)/D(t)$, which tends to $0$.

### A cubic with a double root

Take $r(t)=(t-1)^2(t+1)$, with $s=1$ and $m=2$. Then $r'(t)=(t-1)(3t+1)$, and the error ratio is

$$1-\frac{t+1}{3t+1}=\frac{2t}{3t+1}.$$

| $k$ | $t_k-1$ | next error divided by this one |
|---|---|---|
| 0 | 1 | 0.5714 |
| 1 | 0.5714 | 0.5500 |
| 2 | 0.3143 | 0.5318 |
| 3 | 0.1671 | 0.5186 |

With the correction doubled, the errors from the same start are $1$, $1/7$ and $1/217$.

### What the Lean statements say

The residual is `r : ℝ[X]`, a polynomial with real coefficients, and `newtonStep r t` is $N(t)$. The hypothesis `r.rootMultiplicity s = m` says that $(t-s)^m$ is the highest power of $t-s$ dividing $r$. Together with `1 ≤ m` it makes $s$ a root and rules out the zero polynomial, whose multiplicity is set to $0$ in Mathlib.

The filter `𝓝[≠] s` expresses "$t\to s$ with $t\neq s$", and `Tendsto` is the limit. Lean assigns $0$ to a division by zero; `slope_ne_zero_near_root` shows that this value plays no part close to the root.

- `newton_error_ratio` is the main limit, and `double_root_halves` is its case $m=2$.
- `quadratic_halves_exactly` treats $at^2+bt+c$ with $a\neq0$ and $b^2=4ac$. Its hypothesis `2 * a * s + b = 0` identifies $s$ as the merged solution $-b/(2a)$.
- `newton_iteration_linear` is the statement about whole sequences for $m\ge2$, with `(newtonStep r)^[k] t₀` for $t_k$. At $m=1$ its clause that the iterates never reach $s$ can fail: a linear residual is solved in one step.
- `scaled_newton_error_ratio` concerns a single step with the correction multiplied by $m$, not the iteration of such steps.

The letter $c$ is a coefficient in the quadratic theorem and the contraction factor in the proof about the iteration.

For coupled-cluster practice, the result describes Newton's method at a merging point of a model with one amplitude. The step to a real calculation that the hypotheses leave open is the passage to many coupled amplitudes, where a Jacobian matrix that is singular at the merger takes the place of $r'$. The theorems also give no numerical value for $\delta$ and ignore rounding.

```lean
import Mathlib

open Polynomial Filter Topology

namespace NewtonMergingSolutions

/-- One Newton update `t - r(t)/r'(t)` of an amplitude `t` for the residual `r`; where `r'(t) = 0`,
Lean's convention for division by zero makes it return `t`. -/
noncomputable def newtonStep (r : ℝ[X]) (t : ℝ) : ℝ :=
  t - r.eval t / r.derivative.eval t

/-- At a root `s` of multiplicity `m ≥ 1` the residual is `(t - s)^m q(t)` with `q(s) ≠ 0`,
and its slope obeys `(t - s) r'(t) = (t - s)^m (m q(t) + (t - s) q'(t))`. -/
theorem residual_factorization {r : ℝ[X]} {s : ℝ} {m : ℕ} (hm : 1 ≤ m)
    (h : r.rootMultiplicity s = m) :
    ∃ q : ℝ[X], q.eval s ≠ 0 ∧ ∀ t : ℝ, r.eval t = (t - s) ^ m * q.eval t ∧
      (t - s) * r.derivative.eval t =
        (t - s) ^ m * (m * q.eval t + (t - s) * q.derivative.eval t) := by
  have hr : r ≠ 0 := by
    rintro rfl
    simp at h
    omega
  obtain ⟨q, hq, hnd⟩ := exists_eq_pow_rootMultiplicity_mul_and_not_dvd r hr s
  rw [h] at hq
  refine ⟨q, fun h0 => hnd (dvd_iff_isRoot.2 h0), fun t => ⟨?_, ?_⟩⟩
  · rw [hq]
    simp
  · obtain ⟨k, rfl⟩ : ∃ k, m = k + 1 := ⟨m - 1, by omega⟩
    rw [hq, derivative_mul, derivative_X_sub_C_pow]
    simp only [eval_add, eval_mul, eval_pow, eval_sub, eval_X, eval_C, Nat.add_sub_cancel]
    ring

/-- Near a root of multiplicity `m ≥ 1`, but away from the root itself, the slope of the
residual does not vanish, so the Newton update is well defined. -/
theorem slope_ne_zero_near_root {r : ℝ[X]} {s : ℝ} {m : ℕ} (hm : 1 ≤ m)
    (h : r.rootMultiplicity s = m) :
    ∀ᶠ t in 𝓝[≠] s, r.derivative.eval t ≠ 0 := by
  obtain ⟨q, hq, hf⟩ := residual_factorization hm h
  have hm0 : (m : ℝ) ≠ 0 := by
    exact_mod_cast (by omega : m ≠ 0)
  have hc : Continuous fun t : ℝ => m * q.eval t + (t - s) * q.derivative.eval t :=
    (continuous_const.mul q.continuous).add
      ((continuous_id.sub continuous_const).mul q.derivative.continuous)
  have hD := (hc.tendsto s).mono_left (nhdsWithin_le_nhds (s := {s}ᶜ))
  simp only [sub_self, zero_mul, add_zero] at hD
  filter_upwards [hD.eventually_ne (mul_ne_zero hm0 hq), self_mem_nhdsWithin] with t h1 ht h0
  have h2 := (hf t).2
  rw [h0, mul_zero] at h2
  exact mul_ne_zero (pow_ne_zero m (sub_ne_zero.2 ht)) h1 h2.symm

/-- Near a root of multiplicity `m ≥ 1` the Newton correction `r/r'` removes
the fraction `1/m` of the error, in the limit of small nonzero error. -/
theorem correction_fraction {r : ℝ[X]} {s : ℝ} {m : ℕ} (hm : 1 ≤ m)
    (h : r.rootMultiplicity s = m) :
    Tendsto (fun t => r.eval t / r.derivative.eval t / (t - s)) (𝓝[≠] s)
      (𝓝 (1 / (m : ℝ))) := by
  obtain ⟨q, hq, hf⟩ := residual_factorization hm h
  have hm0 : (m : ℝ) ≠ 0 := by
    exact_mod_cast (by omega : m ≠ 0)
  have hc : Continuous fun t : ℝ => m * q.eval t + (t - s) * q.derivative.eval t :=
    (continuous_const.mul q.continuous).add
      ((continuous_id.sub continuous_const).mul q.derivative.continuous)
  have hD := (hc.tendsto s).mono_left (nhdsWithin_le_nhds (s := {s}ᶜ))
  simp only [sub_self, zero_mul, add_zero] at hD
  have hQ := (q.continuous.tendsto s).mono_left (nhdsWithin_le_nhds (s := {s}ᶜ))
  have hlim := hQ.div hD (mul_ne_zero hm0 hq)
  have e : q.eval s / (m * q.eval s) = 1 / (m : ℝ) := by
    field_simp
  rw [e] at hlim
  -- the common factor (t - s)^m cancels away from the root
  refine hlim.congr' ?_
  filter_upwards [self_mem_nhdsWithin] with t ht
  have hp : (t - s) ^ m ≠ 0 := pow_ne_zero m (sub_ne_zero.2 ht)
  rw [div_div, mul_comm (r.derivative.eval t), (hf t).2, (hf t).1, mul_div_mul_left _ _ hp]
  rfl

/-- Near a root `s` of multiplicity `m ≥ 1`, one Newton step multiplies the error by a
factor that tends to `1 - 1/m` as the amplitude tends to `s` without being equal to it. -/
theorem newton_error_ratio {r : ℝ[X]} {s : ℝ} {m : ℕ} (hm : 1 ≤ m)
    (h : r.rootMultiplicity s = m) :
    Tendsto (fun t => (newtonStep r t - s) / (t - s)) (𝓝[≠] s) (𝓝 (1 - 1 / (m : ℝ))) := by
  have h1 : Tendsto (fun t => 1 - r.eval t / r.derivative.eval t / (t - s)) (𝓝[≠] s)
      (𝓝 (1 - 1 / (m : ℝ))) := tendsto_const_nhds.sub (correction_fraction hm h)
  refine h1.congr' ?_
  filter_upwards [self_mem_nhdsWithin] with t ht
  have hts : t - s ≠ 0 := sub_ne_zero.2 ht
  unfold newtonStep
  rw [eq_div_iff hts, sub_mul, div_mul_cancel₀ _ hts]
  ring

/-- At a double root `s`, as the amplitude tends to `s` without being equal to it, the Newton error
ratio tends to one half. -/
theorem double_root_halves {r : ℝ[X]} {s : ℝ} (h : r.rootMultiplicity s = 2) :
    Tendsto (fun t => (newtonStep r t - s) / (t - s)) (𝓝[≠] s) (𝓝 (1 / 2)) := by
  have h1 := newton_error_ratio (by norm_num) h
  have e : (1 : ℝ) - 1 / ((2 : ℕ) : ℝ) = 1 / 2 := by norm_num
  rwa [e] at h1

/-- For a quadratic residual `a t² + b t + c` with `a ≠ 0` and zero discriminant, each Newton
step from `t ≠ s` halves the distance to the merged solution `s = -b/(2a)` exactly. -/
theorem quadratic_halves_exactly {a b c s t : ℝ} (ha : a ≠ 0) (hd : b ^ 2 = 4 * a * c)
    (hs : 2 * a * s + b = 0) (ht : t ≠ s) :
    (newtonStep (C a * X ^ 2 + C b * X + C c) t - s) / (t - s) = 1 / 2 := by
  have hts : t - s ≠ 0 := sub_ne_zero.2 ht
  have hb : b = -2 * a * s := by linear_combination hs
  have hc : c = a * s ^ 2 := by
    apply mul_left_cancel₀ (mul_ne_zero four_ne_zero ha)
    linear_combination -hd + (b - 2 * a * s) * hs
  -- the residual is a perfect square
  have h1 : (C a * X ^ 2 + C b * X + C c).eval t = a * (t - s) ^ 2 := by
    simp only [eval_add, eval_mul, eval_C, eval_pow, eval_X]
    rw [hb, hc]
    ring
  have h2 : (C a * X ^ 2 + C b * X + C c).derivative.eval t = 2 * a * (t - s) := by
    simp
    rw [hb]
    ring
  have h3 : a * (t - s) ^ 2 / (2 * a * (t - s)) = (t - s) / 2 := by
    rw [div_eq_div_iff (mul_ne_zero (mul_ne_zero two_ne_zero ha) hts) two_ne_zero]
    ring
  unfold newtonStep
  rw [h1, h2, h3, div_eq_iff hts]
  ring

/-- Near a root `s` of multiplicity `m ≥ 2`, Newton iteration from any close enough start
other than `s` stays well defined, never reaches `s`, converges to `s`, and has successive
error ratios tending to `1 - 1/m`. -/
theorem newton_iteration_linear {r : ℝ[X]} {s : ℝ} {m : ℕ} (hm : 2 ≤ m)
    (h : r.rootMultiplicity s = m) :
    ∃ δ > 0, ∀ t₀ : ℝ, t₀ ≠ s → |t₀ - s| < δ →
      (∀ k, (newtonStep r)^[k] t₀ ≠ s ∧ r.derivative.eval ((newtonStep r)^[k] t₀) ≠ 0) ∧
      Tendsto (fun k => (newtonStep r)^[k] t₀) atTop (𝓝 s) ∧
      Tendsto (fun k => ((newtonStep r)^[k + 1] t₀ - s) / ((newtonStep r)^[k] t₀ - s))
        atTop (𝓝 (1 - 1 / (m : ℝ))) := by
  have hm1 : 1 ≤ m := by omega
  have hm2 : (2 : ℝ) ≤ m := by exact_mod_cast hm
  have hp : 0 < 1 / (m : ℝ) := by positivity
  have hp2 : 1 / (m : ℝ) ≤ 1 / 2 := one_div_le_one_div_of_le two_pos hm2
  -- a contraction factor c strictly between 1 - 1/m and 1
  obtain ⟨c, hc, hc1⟩ := exists_between (show 1 - 1 / (m : ℝ) < 1 by linarith)
  have hc0 : 0 ≤ c := by linarith
  have hmain := newton_error_ratio hm1 h
  have hev := ((hmain.eventually_const_lt (show 0 < 1 - 1 / (m : ℝ) by linarith)).and
    (hmain.eventually_lt_const hc)).and (slope_ne_zero_near_root hm1 h)
  rw [eventually_nhdsWithin_iff, Metric.eventually_nhds_iff] at hev
  obtain ⟨δ, hδ, hball⟩ := hev
  refine ⟨δ, hδ, fun t₀ h0 hclose => ?_⟩
  have near : ∀ (k : ℕ) (x : ℝ), |x - s| ≤ c ^ k * |t₀ - s| → dist x s < δ := by
    intro k x hx
    rw [Real.dist_eq]
    have := mul_le_of_le_one_left (abs_nonneg (t₀ - s)) (pow_le_one₀ (n := k) hc0 hc1.le)
    linarith
  -- the error shrinks at least geometrically but never vanishes
  have key : ∀ k, (newtonStep r)^[k] t₀ ≠ s ∧
      |(newtonStep r)^[k] t₀ - s| ≤ c ^ k * |t₀ - s| := by
    intro k
    induction k with
    | zero => exact ⟨h0, by simp⟩
    | succ k ih =>
      obtain ⟨hne, hle⟩ := ih
      rw [Function.iterate_succ_apply']
      obtain ⟨⟨hpos, hlt⟩, _⟩ := hball (near k _ hle) hne
      constructor
      · intro hx
        rw [hx] at hpos
        simp at hpos
      · rw [← div_mul_cancel₀ (newtonStep r ((newtonStep r)^[k] t₀) - s)
          (sub_ne_zero.2 hne), abs_mul, abs_of_pos hpos]
        calc _ ≤ c * (c ^ k * |t₀ - s|) := mul_le_mul hlt.le hle (abs_nonneg _) hc0
          _ = _ := by ring
  have hg := (tendsto_pow_atTop_nhds_zero_of_lt_one hc0 hc1).mul_const |t₀ - s|
  rw [zero_mul] at hg
  have hz : Tendsto (fun k => (newtonStep r)^[k] t₀ - s) atTop (𝓝 0) :=
    squeeze_zero_norm (fun k => by rw [Real.norm_eq_abs]; exact (key k).2) hg
  have hconv : Tendsto (fun k => (newtonStep r)^[k] t₀) atTop (𝓝 s) := by
    have h1 := hz.add_const s
    simpa only [sub_add_cancel, zero_add] using h1
  refine ⟨fun k => ⟨(key k).1, (hball (near k _ (key k).2) (key k).1).2⟩, hconv, ?_⟩
  have hcomp := hmain.comp
    (tendsto_nhdsWithin_iff.2 ⟨hconv, Eventually.of_forall fun k => (key k).1⟩)
  refine hcomp.congr fun k => ?_
  simp only [Function.comp_apply, Function.iterate_succ_apply']

/-- At a root of multiplicity `m ≥ 1`, multiplying the Newton correction by `m` makes the one-step
error ratio tend to zero as the amplitude tends to the root without being equal to it. -/
theorem scaled_newton_error_ratio {r : ℝ[X]} {s : ℝ} {m : ℕ} (hm : 1 ≤ m)
    (h : r.rootMultiplicity s = m) :
    Tendsto (fun t => (t - m * (r.eval t / r.derivative.eval t) - s) / (t - s))
      (𝓝[≠] s) (𝓝 0) := by
  have hm0 : (m : ℝ) ≠ 0 := by
    exact_mod_cast (by omega : m ≠ 0)
  have h1 : Tendsto (fun t => 1 - m * (r.eval t / r.derivative.eval t / (t - s))) (𝓝[≠] s)
      (𝓝 (1 - m * (1 / (m : ℝ)))) :=
    tendsto_const_nhds.sub ((correction_fraction hm h).const_mul _)
  rw [mul_one_div_cancel hm0, sub_self] at h1
  refine h1.congr' ?_
  filter_upwards [self_mem_nhdsWithin] with t ht
  have hts : t - s ≠ 0 := sub_ne_zero.2 ht
  rw [eq_div_iff hts, sub_mul, mul_assoc, div_mul_cancel₀ _ hts]
  ring

end NewtonMergingSolutions
```

```lean
#print axioms NewtonMergingSolutions.double_root_halves
#print axioms NewtonMergingSolutions.quadratic_halves_exactly
#print axioms NewtonMergingSolutions.newton_iteration_linear
#print axioms NewtonMergingSolutions.scaled_newton_error_ratio
```

```
'NewtonMergingSolutions.double_root_halves' depends on axioms: [propext, Classical.choice, Quot.sound]
'NewtonMergingSolutions.quadratic_halves_exactly' depends on axioms: [propext, Classical.choice, Quot.sound]
'NewtonMergingSolutions.newton_iteration_linear' depends on axioms: [propext, Classical.choice, Quot.sound]
'NewtonMergingSolutions.scaled_newton_error_ratio' depends on axioms: [propext, Classical.choice, Quot.sound]
```

### How the lemmas fit together

`residual_factorization` supplies $q$ and the two identities for $r$ and $(t-s)r'$. Mathlib provides a factor $q$ that $t-s$ does not divide, and `dvd_iff_isRoot` turns this into $q(s)\neq0$. Writing $m=k+1$ lets the exponent $m-1$ from the power rule simplify to $k$, and `ring` finishes the algebra.

In `slope_ne_zero_near_root`, `hD` is the limit $D(t)\to m\,q(s)$, so $D$ is eventually nonzero. If $r'(t)$ were zero at such a $t\ne s$, the second identity would make a product of nonzero factors vanish.

`correction_fraction` divides the limit of $q$ by that of $D$. The step `congr'` then replaces $q/D$ by the actual Newton correction over the error, which is allowed because the two agree for $t\neq s$; `mul_div_mul_left` cancels $(t-s)^m$. Both `newton_error_ratio` and `scaled_newton_error_ratio` follow from this limit by subtracting it, or $m$ times it, from $1$.

In `quadratic_halves_exactly`, the `linear_combination` steps derive $b=-2as$ and $c=as^2$ from the hypotheses. The residual then becomes the perfect square used above.

In `newton_iteration_linear`, `exists_between` chooses the contraction factor, and `hev` collects the three conditions that hold near $s$: ratio above $0$, ratio below $c$, and nonzero slope. The induction is `key`, with `near` confirming that each iterate stays within $\delta$. `squeeze_zero_norm` converts the geometric bound into convergence. Finally, `hmain.comp` evaluates the one-step limit along the iterates, which is legitimate because they converge to $s$ without ever being equal to it.
